# Electron-pair cusp coefficients 1/(2(l+1)), and the geminal amplitude 3/8 + P/8 from their l = 0 and l = 1 values

## Do the Coulomb cusps give 3/8 + P/8?

Let $r>0$ be the distance between two electrons in atomic units, $l=0,1,2,\dots$ their relative angular momentum, and

$$\Delta_l u = u''+\frac{2}{r}u'-\frac{l(l+1)}{r^2}u .$$

The relative kinetic energy is $-\Delta_l$ (reduced mass $1/2$) and the repulsion is $1/r$. Let $P$ exchange the two positions, so $P^2=1$.

I understand that $u=c\,r^{l+1}$ solves $-\Delta_l u+r^{l-1}=0$ only for $c=1/(2(l+1))$, and that weighting $(1+P)/2$ by the $l=0$ value and $(1-P)/2$ by the $l=1$ value gives $3/8+P/8$. I would like to see this made rigorous and machine-checked.

## Cancelling the 1/r term, then splitting by exchange

Write $c_l=1/(2(l+1))$, $S=(1+P)/2$ and $T=(1-P)/2$. On a power of $r$,

$$\Delta_l r^n=[n(n+1)-l(l+1)]\,r^{n-2}.$$

The bracket vanishes for $n=l$ and equals $(l+1)(l+2)-l(l+1)=2(l+1)$ for $n=l+1$. The equation therefore reads

$$[1-2(l+1)c]\,r^{l-1}=0,$$

which holds for $r>0$ exactly when $c=c_l$.

For the pair function $r^l+c\,r^{l+1}$, set $k=1-2(l+1)c$. Then

$$\left(-\Delta_l+\frac1r\right)(r^l+c\,r^{l+1})=\left(c+\frac{k}{r}\right)r^l .$$

If this is bounded by $B\,r^l$ for all $r>0$, then $|k|\le(B+|c|)\,r$ for all $r>0$, so $k=0$. Conversely, $k=0$ leaves $c\,r^l$, and $B=|c|$ suffices. In the smallest case, $l=0$, the function $1+r/2$ is mapped to the constant $1/2$.

Since $c_0=1/2$ and $c_1=1/4$,

$$\tfrac12S+\tfrac14T=\tfrac38+\tfrac18P .$$

From $P^2=1$ we get $PS=S$ and $PT=-T$, so this operator multiplies $S$ by $1/2$ and $T$ by $1/4$. It is the only one that does: if $QS=S/2$ and $QT=T/4$, then $Q=Q(S+T)=S/2+T/4$.

### What the Lean statements say

`radialLaplacian` is $\Delta_l$, `pairHamiltonian` is $-\Delta_l+1/r$, and `cuspCoeff` is $c_l$. The source is written `r ^ l / r`, because natural-number subtraction would spoil $r^{l-1}$ at $l=0$. `firstOrder_iff` is the equivalence you ask about, and `bounded_iff_cusp` is the boundedness criterion.

In `cusp_conditions_iff`, `P` and `Q` are elements of any real algebra, with `P * P = 1` assumed: exchanging twice changes nothing. The formula `amplitude_eq` does not need that assumption. `pairSwap` is the concrete exchange, acting on all complex functions of two positions, with no normalisation or square integrability required.

Kato's cusp condition concerns exact many-electron wavefunctions, whereas these theorems treat a two-term radial function. Giving the whole symmetric part the $l=0$ value is a choice built into `amplitude`; a $d$ wave, for example, has $c_2=1/6$. Explicitly correlated methods speed the basis-set convergence of correlation energies by adding a correlation factor that depends on $r$. Some of them keep its amplitude fixed at $3/8+P/8$, for a factor with unit slope at $r=0$; the short-range, two-electron model here supplies those values.

```lean
import Mathlib

noncomputable section

namespace GeminalCusp

/-- The radial Laplacian `u'' + 2u'/r - l(l+1)u/r²` for angular momentum `l`, meant for `r > 0`. -/
def radialLaplacian (l : ℕ) (u : ℝ → ℝ) (r : ℝ) : ℝ :=
  deriv (deriv u) r + 2 / r * deriv u r - l * (l + 1) / r ^ 2 * u r

/-- Relative kinetic energy plus Coulomb repulsion acting on a radial pair function,
meant for `r > 0`. -/
def pairHamiltonian (l : ℕ) (u : ℝ → ℝ) (r : ℝ) : ℝ :=
  -radialLaplacian l u r + u r / r

/-- The cusp coefficient `1/(2(l+1))` of the partial wave `l`. -/
def cuspCoeff (l : ℕ) : ℝ := 1 / (2 * ((l : ℝ) + 1))

/-- A number is the cusp coefficient exactly when its product with `2(l+1)` is one. -/
theorem eq_cuspCoeff_iff (l : ℕ) (c : ℝ) :
    c = cuspCoeff l ↔ 2 * ((l : ℝ) + 1) * c = 1 := by
  unfold cuspCoeff
  rw [eq_div_iff (by positivity)]
  constructor <;> intro h <;> linarith

/-- The radial Laplacian removes the `r^l` part of a pair function and turns `c r^(l+1)`
into `2(l+1)c r^l/r`. -/
theorem radialLaplacian_pair (l : ℕ) (a c : ℝ) {r : ℝ} (hr : 0 < r) :
    radialLaplacian l (fun x => a * x ^ l + c * x ^ (l + 1)) r
      = 2 * ((l : ℝ) + 1) * c * (r ^ l / r) := by
  have hr0 : r ≠ 0 := hr.ne'
  -- first and second derivatives
  have d1 : deriv (fun x : ℝ => a * x ^ l + c * x ^ (l + 1)) = fun x =>
      a * ((l : ℝ) * x ^ (l - 1)) + c * (((l + 1 : ℕ) : ℝ) * x ^ (l + 1 - 1)) := by
    funext x
    exact (((hasDerivAt_pow l x).const_mul a).fun_add
      ((hasDerivAt_pow (l + 1) x).const_mul c)).deriv
  have d2 : deriv (fun x : ℝ =>
      a * ((l : ℝ) * x ^ (l - 1)) + c * (((l + 1 : ℕ) : ℝ) * x ^ (l + 1 - 1))) r =
      a * ((l : ℝ) * (((l - 1 : ℕ) : ℝ) * r ^ (l - 1 - 1))) +
      c * (((l + 1 : ℕ) : ℝ) * (((l + 1 - 1 : ℕ) : ℝ) * r ^ (l + 1 - 1 - 1))) :=
    ((((hasDerivAt_pow (l - 1) r).const_mul (l : ℝ)).const_mul a).fun_add
      (((hasDerivAt_pow (l + 1 - 1) r).const_mul ((l + 1 : ℕ) : ℝ)).const_mul c)).deriv
  unfold radialLaplacian
  rw [d1, d2]
  -- low powers are treated separately because the exponents are naturals
  rcases l with _ | _ | l <;>
    simp only [Nat.add_sub_cancel, Nat.zero_sub] <;> push_cast <;> field_simp <;> ring

/-- The function `c r^(l+1)` solves the first-order pair equation with source `r^l/r`
at all `r > 0` exactly when `c = 1/(2(l+1))`. -/
theorem firstOrder_iff (l : ℕ) (c : ℝ) :
    (∀ r : ℝ, 0 < r →
      -radialLaplacian l (fun x => c * x ^ (l + 1)) r + r ^ l / r = 0)
      ↔ c = 1 / (2 * ((l : ℝ) + 1)) := by
  have key : ∀ r : ℝ, 0 < r → radialLaplacian l (fun x => c * x ^ (l + 1)) r
      = 2 * ((l : ℝ) + 1) * c * (r ^ l / r) := by
    intro r hr
    have h := radialLaplacian_pair l 0 c hr
    simp only [zero_mul, zero_add] at h
    exact h
  change _ ↔ c = cuspCoeff l
  rw [eq_cuspCoeff_iff]
  constructor
  · intro h
    have h1 := h 1 one_pos
    rw [key 1 one_pos] at h1
    simp only [one_pow, div_one, mul_one] at h1
    linarith
  · intro h r hr
    rw [key r hr]
    linear_combination (-(r ^ l / r)) * h

/-- The pair Hamiltonian acting on `r^l + c r^(l+1)` gives, for `r > 0`, the product of `r^l` and
the sum `c + (1 - 2(l+1)c)/r`. -/
theorem pairHamiltonian_pair (l : ℕ) (c : ℝ) {r : ℝ} (hr : 0 < r) :
    pairHamiltonian l (fun x => x ^ l + c * x ^ (l + 1)) r
      = (c + (1 - 2 * ((l : ℝ) + 1) * c) / r) * r ^ l := by
  have hr0 : r ≠ 0 := hr.ne'
  have h := radialLaplacian_pair l 1 c hr
  simp only [one_mul] at h
  simp only [pairHamiltonian, h]
  field_simp
  ring

/-- The pair Hamiltonian acting on `r^l + c r^(l+1)` is bounded by a multiple of `r^l`
for all `r > 0` exactly when `c` is the cusp coefficient. -/
theorem bounded_iff_cusp (l : ℕ) (c : ℝ) :
    (∃ B : ℝ, ∀ r : ℝ, 0 < r →
      |pairHamiltonian l (fun x => x ^ l + c * x ^ (l + 1)) r| ≤ B * r ^ l)
      ↔ c = cuspCoeff l := by
  rw [eq_cuspCoeff_iff]
  constructor
  · rintro ⟨B, hB⟩
    obtain ⟨k, hk⟩ : ∃ k, k = 1 - 2 * ((l : ℝ) + 1) * c := ⟨_, rfl⟩
    -- the coefficient of 1/r is at most linear in r, for every r
    have key : ∀ r : ℝ, 0 < r → |k| ≤ (B + |c|) * r := by
      intro r hr
      have h := hB r hr
      rw [pairHamiltonian_pair l c hr, ← hk, abs_mul, abs_of_pos (pow_pos hr l)] at h
      have h2 := abs_le.1 (le_of_mul_le_mul_right h (pow_pos hr l))
      have h3 : |k / r| ≤ B + |c| :=
        abs_le.2 ⟨by linarith [h2.1, le_abs_self c], by linarith [h2.2, neg_abs_le c]⟩
      rwa [abs_div, abs_of_pos hr, div_le_iff₀ hr] at h3
    by_contra hne
    have hk0 : 0 < |k| := abs_pos.2 (fun h0 => hne (by linarith))
    have hM : 0 < B + |c| := by linarith [key 1 one_pos]
    -- a small enough separation gives a contradiction
    have h4 := key (|k| / (2 * (B + |c|))) (by positivity)
    have h5 : (B + |c|) * (|k| / (2 * (B + |c|))) = |k| / 2 := by
      field_simp
    linarith
  · intro h
    refine ⟨|c|, fun r hr => le_of_eq ?_⟩
    have hk : 1 - 2 * ((l : ℝ) + 1) * c = 0 := by linarith
    rw [pairHamiltonian_pair l c hr, hk, zero_div, add_zero, abs_mul,
      abs_of_pos (pow_pos hr l)]

section Exchange

variable {A : Type*} [Ring A] [Algebra ℝ A]

/-- The symmetric part `(1+P)/2` of a pair exchange `P`. -/
def symPart (P : A) : A := (1 / 2 : ℝ) • (1 + P)

/-- The antisymmetric part `(1-P)/2` of a pair exchange `P`. -/
def antiPart (P : A) : A := (1 / 2 : ℝ) • (1 - P)

/-- The geminal amplitude: the symmetric part weighted by the `l = 0` cusp coefficient plus
the antisymmetric part weighted by the `l = 1` cusp coefficient. -/
def amplitude (P : A) : A := cuspCoeff 0 • symPart P + cuspCoeff 1 • antiPart P

/-- The geminal amplitude equals `3/8 + P/8`. -/
theorem amplitude_eq (P : A) :
    amplitude P = (3 / 8 : ℝ) • (1 : A) + (1 / 8 : ℝ) • P := by
  have h0 : cuspCoeff 0 = 1 / 2 := by norm_num [cuspCoeff]
  have h1 : cuspCoeff 1 = 1 / 4 := by norm_num [cuspCoeff]
  simp only [amplitude, symPart, antiPart, h0, h1]
  module

/-- For an exchange with `P² = 1`, an operator multiplies the symmetric and antisymmetric parts
by the `l = 0` and `l = 1` cusp coefficients exactly when it is `3/8 + P/8`. -/
theorem cusp_conditions_iff (P Q : A) (hP : P * P = 1) :
    (Q * symPart P = cuspCoeff 0 • symPart P ∧
      Q * antiPart P = cuspCoeff 1 • antiPart P)
      ↔ Q = (3 / 8 : ℝ) • (1 : A) + (1 / 8 : ℝ) • P := by
  have h0 : cuspCoeff 0 = 1 / 2 := by norm_num [cuspCoeff]
  have h1 : cuspCoeff 1 = 1 / 4 := by norm_num [cuspCoeff]
  constructor
  · rintro ⟨hs, ha⟩
    -- the two parts resolve the identity
    have hsum : symPart P + antiPart P = 1 := by
      simp only [symPart, antiPart]
      module
    rw [← amplitude_eq]
    calc Q = Q * (symPart P + antiPart P) := by rw [hsum, mul_one]
      _ = amplitude P := by rw [mul_add, hs, ha, amplitude]
  · rintro rfl
    constructor <;>
      simp only [symPart, antiPart, h0, h1, add_mul, mul_add, mul_sub, smul_mul_assoc,
        mul_smul_comm, one_mul, mul_one, hP] <;> module

end Exchange

/-- The exchange of the positions of two particles in three-dimensional space,
acting on their wavefunctions. -/
def pairSwap : Module.End ℂ ((Fin 3 → ℝ) × (Fin 3 → ℝ) → ℂ) where
  toFun ψ := fun p => ψ p.swap
  map_add' _ _ := rfl
  map_smul' _ _ := rfl

/-- The exchange of two particles squares to one and is neither `1` nor `-1`. -/
theorem pairSwap_witness :
    pairSwap * pairSwap = 1 ∧ pairSwap ≠ 1 ∧ pairSwap ≠ -1 := by
  refine ⟨rfl, fun h => ?_, fun h => ?_⟩
  · have h2 := congrFun (LinearMap.congr_fun h (fun p => ((p.1 0 : ℝ) : ℂ))) (0, 1)
    simp [pairSwap] at h2
  · have h2 := congrFun (LinearMap.congr_fun h (fun _ => (1 : ℂ))) (0, 1)
    norm_num [pairSwap] at h2

/-- On a two-particle wavefunction the geminal amplitude gives `3/8` of its value plus
`1/8` of its value with the positions exchanged. -/
theorem amplitude_pairSwap_apply (ψ : (Fin 3 → ℝ) × (Fin 3 → ℝ) → ℂ)
    (x y : Fin 3 → ℝ) :
    amplitude pairSwap ψ (x, y) = 3 / 8 * ψ (x, y) + 1 / 8 * ψ (y, x) := by
  rw [amplitude_eq]
  simp [pairSwap]

end GeminalCusp
```

```lean
#print axioms GeminalCusp.firstOrder_iff
#print axioms GeminalCusp.bounded_iff_cusp
#print axioms GeminalCusp.cusp_conditions_iff
#print axioms GeminalCusp.amplitude_pairSwap_apply
```

```
'GeminalCusp.firstOrder_iff' depends on axioms: [propext, Classical.choice, Quot.sound]
'GeminalCusp.bounded_iff_cusp' depends on axioms: [propext, Classical.choice, Quot.sound]
'GeminalCusp.cusp_conditions_iff' depends on axioms: [propext, Classical.choice, Quot.sound]
'GeminalCusp.amplitude_pairSwap_apply' depends on axioms: [propext, Classical.choice, Quot.sound]
```

### How the proof follows the calculation

`radialLaplacian_pair` computes both derivatives of $a\,r^l+c\,r^{l+1}$ and simplifies, treating $l=0$, $l=1$ and $l\ge2$ separately because the exponents are natural numbers. `firstOrder_iff` takes $a=0$: evaluating at $r=1$ forces the coefficient, and multiplying $2(l+1)c=1$ by $r^l/r$ gives the converse.

`pairHamiltonian_pair` isolates the $1/r$ term. `bounded_iff_cusp` then derives $|k|\le(B+|c|)\,r$ and, if $k\neq0$, inserts $r=|k|/(2(B+|c|))$ to reach the contradiction $|k|\le|k|/2$.

For the exchange part, `module` collects the coefficients of $1$ and $P$. Uniqueness uses `hsum`, which is $S+T=1$; the converse expands the products and uses `hP`. `pairSwap_witness` shows that the concrete exchange squares to one and is neither $1$ nor $-1$, so both parts are nonzero. `amplitude_pairSwap_apply` evaluates the amplitude on a wavefunction: $\tfrac38\psi(x,y)+\tfrac18\psi(y,x)$.

The same matching, done by hand for an electron at a nucleus of charge $Z$ with $-\tfrac12\Delta_l-Z/r$, gives $c=-Z/(l+1)$.
